# Asymmetric and symmetric Trotter products give equal traces for observables that commute with the split factor

Some quantum Monte Carlo simulations of the Hubbard model cut imaginary time into slices and split each slice into a hopping factor $e^A$ and an interaction factor $e^B$. Two possible orderings are $e^Ae^B$ and $e^{A/2}e^Be^{A/2}$. For finite matrices and any observable that commutes with $A$, such as the hopping energy, both orderings give exactly the same trace at every slice width.

In Lean 4 with Mathlib:

```lean
import Mathlib

open Matrix
open scoped ComplexOrder

namespace TrotterObservables

variable {ι : Type*} [Fintype ι] [DecidableEq ι]

/-- The asymmetric Trotter time slice `exp(A) exp(B)`. -/
noncomputable def asymSlice (A B : Matrix ι ι ℂ) : Matrix ι ι ℂ :=
  NormedSpace.exp A * NormedSpace.exp B

/-- The half step `exp(A/2)`. -/
noncomputable def halfStep (A : Matrix ι ι ℂ) : Matrix ι ι ℂ :=
  NormedSpace.exp ((1 / 2 : ℂ) • A)

/-- The symmetric Trotter time slice `exp(A/2) exp(B) exp(A/2)`. -/
noncomputable def symSlice (A B : Matrix ι ι ℂ) : Matrix ι ι ℂ :=
  halfStep A * NormedSpace.exp B * halfStep A

/-- Two half steps make one full step. -/
theorem halfStep_mul_self (A : Matrix ι ι ℂ) :
    halfStep A * halfStep A = NormedSpace.exp A := by
  unfold halfStep
  rw [← Matrix.exp_add_of_commute _ _ (Commute.refl _), ← add_smul]
  norm_num

/-- The half step generated by `-A` undoes the half step generated by `A`. -/
theorem halfStep_mul_neg (A : Matrix ι ι ℂ) : halfStep A * halfStep (-A) = 1 := by
  have hc : Commute ((1 / 2 : ℂ) • A) (-((1 / 2 : ℂ) • A)) := (Commute.refl _).neg_right
  unfold halfStep
  rw [smul_neg, ← Matrix.exp_add_of_commute _ _ hc, add_neg_cancel, NormedSpace.exp_zero]

/-- A half step carries the symmetric product of slices into the asymmetric one, for any
sequence of matrices `B` along imaginary time. -/
theorem prod_intertwine (A : Matrix ι ι ℂ) (Bs : List (Matrix ι ι ℂ)) :
    (Bs.map (asymSlice A)).prod * halfStep A = halfStep A * (Bs.map (symSlice A)).prod := by
  induction Bs with
  | nil => simp
  | cons B Bs ih =>
    rw [List.map_cons, List.map_cons, List.prod_cons, List.prod_cons, mul_assoc, ih]
    unfold asymSlice symSlice
    rw [← halfStep_mul_self A]
    noncomm_ring

/-- For any observable `O`, the asymmetric splitting gives the trace that the symmetric splitting
gives for the dressed observable `exp(-A/2) O exp(A/2)`. -/
theorem trace_dressed (A O : Matrix ι ι ℂ) (Bs : List (Matrix ι ι ℂ)) :
    trace (O * (Bs.map (asymSlice A)).prod) =
      trace (halfStep (-A) * O * halfStep A * (Bs.map (symSlice A)).prod) := by
  symm
  rw [mul_assoc, ← prod_intertwine, ← mul_assoc, Matrix.trace_mul_comm]
  -- the two outer half steps meet under the trace and cancel
  rw [← mul_assoc, ← mul_assoc, halfStep_mul_neg, one_mul]

/-- If `O` commutes with `A`, the asymmetric and symmetric splittings give the same trace with `O`
for every sequence of matrices `B` along imaginary time. -/
theorem trace_observable_slices (A O : Matrix ι ι ℂ) (hO : Commute O A)
    (Bs : List (Matrix ι ι ℂ)) :
    trace (O * (Bs.map (asymSlice A)).prod) = trace (O * (Bs.map (symSlice A)).prod) := by
  have hc : Commute O (halfStep A) := (hO.smul_right (1 / 2 : ℂ)).exp_right
  have hinv : halfStep (-A) * halfStep A = 1 := mul_eq_one_comm.mp (halfStep_mul_neg A)
  rw [trace_dressed, mul_assoc (halfStep (-A)) O, hc.eq, ← mul_assoc, hinv, one_mul]

/-- If `O` commutes with `A`, then
`tr(O (exp(A) exp(B))^n) = tr(O (exp(A/2) exp(B) exp(A/2))^n)` for every number `n` of slices. -/
theorem trace_observable_pow (A B O : Matrix ι ι ℂ) (hO : Commute O A) (n : ℕ) :
    trace (O * asymSlice A B ^ n) = trace (O * symSlice A B ^ n) := by
  simpa only [List.map_replicate, List.prod_replicate] using
    trace_observable_slices A O hO (List.replicate n B)

/-- If `O` commutes with `B` instead, the same asymmetric product gives the trace of the splitting
that is symmetric in `B`, with slices `exp(B/2) exp(A) exp(B/2)`. -/
theorem trace_observable_pow_right (A B O : Matrix ι ι ℂ) (hO : Commute O B) (n : ℕ) :
    trace (O * asymSlice A B ^ n) = trace (O * symSlice B A ^ n) := by
  have hc : Commute O (halfStep B) := (hO.smul_right (1 / 2 : ℂ)).exp_right
  have hinv : halfStep (-B) * halfStep B = 1 := mul_eq_one_comm.mp (halfStep_mul_neg B)
  have hs : SemiconjBy (halfStep B) (asymSlice A B) (symSlice B A) := by
    unfold SemiconjBy asymSlice symSlice
    rw [← halfStep_mul_self B]
    noncomm_ring
  have hp : halfStep B * asymSlice A B ^ n = symSlice B A ^ n * halfStep B :=
    (hs.pow_right n).eq
  calc trace (O * asymSlice A B ^ n)
      = trace (halfStep (-B) * halfStep B * (O * asymSlice A B ^ n)) := by
        rw [hinv, one_mul]
    _ = trace (halfStep (-B) * (O * (halfStep B * asymSlice A B ^ n))) := by
        rw [mul_assoc, ← mul_assoc (halfStep B) O, ← hc.eq, mul_assoc O]
    _ = trace (halfStep (-B) * (O * symSlice B A ^ n) * halfStep B) := by
        rw [hp]
        simp only [mul_assoc]
    _ = trace (O * symSlice B A ^ n) := by
        rw [Matrix.trace_mul_comm, ← mul_assoc, halfStep_mul_neg, one_mul]

/-- A matrix whose trace against every exponential `exp(B)` vanishes is zero. -/
theorem eq_zero_of_trace_exp (M : Matrix ι ι ℂ)
    (h : ∀ B : Matrix ι ι ℂ, trace (M * NormedSpace.exp B) = 0) : M = 0 := by
  have key : ∀ X : Matrix ι ι ℂ,
      trace (M * (NormedSpace.exp ((0 : ℂ) • X) * X)) = 0 := by
    intro X
    let _ : NormedRing (Matrix ι ι ℂ) := Matrix.linftyOpNormedRing
    let _ : NormedAlgebra ℂ (Matrix ι ι ℂ) := Matrix.linftyOpNormedAlgebra
    let L : Matrix ι ι ℂ →L[ℂ] ℂ := LinearMap.toContinuousLinearMap
      ((Matrix.traceLinearMap ι ℂ ℂ).comp (LinearMap.mulLeft ℂ M))
    -- differentiate the vanishing function u ↦ tr(M exp(uX)) at u = 0
    have hd := L.hasFDerivAt.comp_hasDerivAt (0 : ℂ)
      (hasDerivAt_exp_smul_const (𝕂 := ℂ) X (0 : ℂ))
    have h0 := hd.congr_of_eventuallyEq (f₁ := fun _ : ℂ => (0 : ℂ))
      (Filter.Eventually.of_forall fun u => (h (u • X)).symm)
    exact h0.unique (hasDerivAt_const (0 : ℂ) (0 : ℂ))
  -- the choice X = Mᴴ gives tr(M Mᴴ) = 0
  have hM := key Mᴴ
  rw [zero_smul, NormedSpace.exp_zero, one_mul] at hM
  exact Matrix.trace_mul_conjTranspose_self_eq_zero_iff.mp hM

/-- The two splittings agree on `O` in a single slice for every matrix `B` exactly when `O`
commutes with the half step `exp(A/2)`. -/
theorem single_slice_iff (A O : Matrix ι ι ℂ) :
    (∀ B, trace (O * asymSlice A B) = trace (O * symSlice A B)) ↔
      Commute O (halfStep A) := by
  have cyc : ∀ B, trace (O * symSlice A B) =
      trace (halfStep A * O * halfStep A * NormedSpace.exp B) := by
    intro B
    unfold symSlice
    rw [← mul_assoc, Matrix.trace_mul_comm]
    simp only [mul_assoc]
  constructor
  · intro h
    have hM : O * NormedSpace.exp A - halfStep A * O * halfStep A = 0 := by
      apply eq_zero_of_trace_exp
      intro B
      rw [sub_mul, Matrix.trace_sub, ← cyc, ← h B, asymSlice, mul_assoc, sub_self]
    have hE : O * halfStep A * halfStep A = halfStep A * O * halfStep A := by
      rw [mul_assoc, halfStep_mul_self]
      exact sub_eq_zero.mp hM
    -- cancel the invertible half step on the right
    have hR := congrArg (fun X => X * halfStep (-A)) hE
    simp only [mul_assoc, halfStep_mul_neg, mul_one] at hR
    exact hR
  · intro hc B
    rw [cyc, ← hc.eq, mul_assoc O, halfStep_mul_self, asymSlice, mul_assoc]

/-- Two-site instance: the hopping energy `O` with amplitude `-t` commutes with `A = -τ O`, while
`A` does not commute with the staggered potential `B = diag(u, -u)`, for nonzero `τ`, `t`, `u`. -/
theorem trace_observable_witness (τ t u : ℂ) (hτ : τ ≠ 0) (ht : t ≠ 0) (hu : u ≠ 0) :
    Commute !![0, -t; -t, 0] !![0, τ * t; τ * t, 0] ∧
      ¬ Commute !![0, τ * t; τ * t, 0] !![u, 0; 0, -u] := by
  constructor
  · unfold Commute SemiconjBy
    ext i j
    fin_cases i <;> fin_cases j <;> simp [Matrix.mul_apply, Fin.sum_univ_succ] <;> ring
  · intro h
    have h01 := congrFun (congrFun h.eq 0) 1
    simp only [Matrix.mul_apply, Fin.sum_univ_two, Matrix.of_apply, Matrix.cons_val_zero,
      Matrix.cons_val_one, Matrix.cons_val', Matrix.cons_val_fin_one] at h01
    have hz : τ * t * u = 0 := by linear_combination (-1 / 2 : ℂ) * h01
    exact mul_ne_zero (mul_ne_zero hτ ht) hu hz

end TrotterObservables
```

```lean
#print axioms TrotterObservables.trace_observable_pow
#print axioms TrotterObservables.trace_observable_pow_right
#print axioms TrotterObservables.single_slice_iff
```

```
'TrotterObservables.trace_observable_pow' depends on axioms: [propext, Classical.choice, Quot.sound]
'TrotterObservables.trace_observable_pow_right' depends on axioms: [propext, Classical.choice, Quot.sound]
'TrotterObservables.single_slice_iff' depends on axioms: [propext, Classical.choice, Quot.sound]
```

## Equal traces for every field configuration

The main statement, `trace_observable_pow`, says that if $OA=AO$, then for every natural number $n$

$$\operatorname{tr}\big(O(e^Ae^B)^n\big)=\operatorname{tr}\big(O(e^{A/2}e^Be^{A/2})^n\big).$$

Here `asymSlice A B` is $e^Ae^B$, `symSlice A B` is $e^{A/2}e^Be^{A/2}$, and `halfStep A` is $e^{A/2}$. The hypothesis `Commute O A` is the operator identity $OA=AO$. The matrices are complex, with rows and columns labelled by a finite set `ι`, and need not be Hermitian.

For fermions on a finite lattice, `ι` labels a basis of the finite-dimensional Fock space, $A=-\Delta\tau K$ with hopping operator $K$ and slice width $\Delta\tau$, and $B=-\Delta\tau V$ with interaction $V$. The factor $-\Delta\tau$ is thus absorbed into the matrices. The more general `trace_observable_slices` allows a different matrix $B_l$ in each slice. The list `Bs` then represents one auxiliary-field configuration, with its first entry leftmost in the product.

The traces are unnormalised. A thermal average divides by the trace with $O=1$, which also agrees between the two splittings, so the averages agree wherever that trace is nonzero. The theorems compare the splittings with each other; how far either lies from the unsplit $e^{n(A+B)}$ is a separate question.

The last theorem, `trace_observable_witness`, concerns one particle on two sites. The hopping energy commutes with $A$, while $A$ does not commute with a staggered potential $B$. Despite its name, it states only these commutation facts; they show that the main theorem applies to cases where $A$ and $B$ do not commute.

## Moving a half step through the product

Write $h=e^{A/2}$. Since $A/2$ commutes with itself and with $-A/2$,

$$h^2=e^A,\qquad h^{-1}=e^{-A/2}.$$

These are `halfStep_mul_self` and `halfStep_mul_neg`. Let $S_l=e^Ae^{B_l}$ and $T_l=he^{B_l}h$. Then

$$S_lh=h\,h\,e^{B_l}h=hT_l.$$

Applying this slice by slice, with $P=S_1\cdots S_n$ and $Q=T_1\cdots T_n$, gives

$$Ph=hQ.$$

The lemma `prod_intertwine` proves this by induction on the list: the induction hypothesis moves $h$ through the later slices, and `noncomm_ring` checks the remaining one without reordering factors.

Hence $P=hQh^{-1}$, and cyclicity of the trace gives, for any $O$,

$$\operatorname{tr}(OP)=\operatorname{tr}(OhQh^{-1})=\operatorname{tr}(h^{-1}Oh\,Q).$$

This is `trace_dressed`, whose proof runs from right to left. If $O$ commutes with $A$, it commutes with every term of the exponential series and so with $h$. Then $h^{-1}Oh=O$, which proves `trace_observable_slices`. A list of $n$ equal matrices turns the products into powers.

If $O$ commutes with $B$ instead, put $k=e^{B/2}$, $S=e^Ae^B$ and $T'=ke^Ak$. Now

$$kS=ke^Ak\,k=T'k,\qquad\text{so}\qquad S^n=k^{-1}T'^nk,$$

and therefore

$$\operatorname{tr}(OS^n)=\operatorname{tr}(kOk^{-1}T'^n)=\operatorname{tr}(OT'^n).$$

This is `trace_observable_pow_right`, where the relation $kS=T'k$ is expressed by `SemiconjBy` and raised to the $n$th power. The same asymmetric product thus gives such an observable the value of the splitting that is symmetric in $B$.

## When one slice agrees for every $B$

For a single slice, cyclicity gives

$$\operatorname{tr}(Oe^Ae^B)-\operatorname{tr}(Ohe^Bh)=\operatorname{tr}(Me^B),\qquad M=Oh^2-hOh.$$

Suppose this vanishes for every $B$. Setting $B=uX$ and differentiating at $u=0$ gives $\operatorname{tr}(MX)=0$ for every $X$. The choice $X=M^\dagger$ yields

$$\operatorname{tr}(MM^\dagger)=\sum_{ij}|M_{ij}|^2=0,$$

so $M=0$. This is `eq_zero_of_trace_exp`; its derivative step compares the derivative of the trace with that of the constant zero function.

Cancelling $h$ on the right of $Oh^2=hOh$ leaves $Oh=hO$. Conversely, $Oh=hO$ makes $M=0$. So `single_slice_iff` characterises one-slice agreement for all $B$ by commutation with $e^{A/2}$, a condition that follows from commutation with $A$.

## A two-level case where the splittings differ

Without any commutation condition linking $O$ to $A$, the equality can fail. Take $A=\operatorname{diag}(2\ln2,0)$, $B=b\sigma_x$ with real $b\neq0$, and $O=\sigma_x$, where $\sigma_x$ is the Pauli matrix. Then $h=\operatorname{diag}(2,1)$, and one slice gives

$$\operatorname{tr}(Oe^Ae^B)=5\sinh b,\qquad \operatorname{tr}(Ohe^Bh)=4\sinh b.$$

Both normalising traces equal $5\cosh b$, so the averages are $\tanh b$ and $\tfrac45\tanh b$.

## Green functions in a determinant simulation

Determinant Monte Carlo works with single-particle matrices. For one spin species and one field configuration, let $P$ and $Q$ now be the asymmetric and symmetric products of these matrices, with $h$ the single-particle half step. The standard free-fermion formulas, taken here as given, are a determinant $\det(1+P)$ in the weight and an equal-time Green function $G=(1+P)^{-1}$, with $G_{ij}=\langle c_ic_j^\dagger\rangle$.

Since $Q=h^{-1}Ph$, the determinant is the same for both splittings, and the symmetric Green function is

$$G_{\rm sym}=h^{-1}Gh.$$

With $K$ now the single-particle hopping matrix, the hopping energy $\operatorname{tr}[K(1-G)]$ takes the same value from $G$ and $G_{\rm sym}$, because $K$ commutes with $h$. A program that propagates asymmetric slices with the exact hopping exponential $e^{-\Delta\tau K}$ can therefore measure it directly from $G$. If that exponential is itself approximated by a product of bond factors, $K$ need not commute with the factor used, and the argument does not apply. Site densities can differ between the two matrices in a given configuration, so their estimate in the splitting symmetric in $A$ uses $h^{-1}Gh$.
